# Pair-number statistics of the two-mode squeezed vacuum: mean \(v^2\), variance \(u^2v^2\)

In a uniform, weakly interacting Bose gas treated at quadratic order around the condensate, the interaction creates and destroys particles outside the condensate in pairs of opposite momenta \(k\) and \(-k\). The state with no quasiparticles therefore contains such particles, always the same number in both modes, and the mean of that number enters the depletion, while its full distribution gives the weights of this state in a number basis. For one pair of modes \(a\), \(b\) with real coefficients \(u\), \(v\) normalised to \(u^2-v^2=1\) this state is the two-mode squeezed vacuum, and the distribution is geometric. Full Bogoliubov theory also fixes \(u\) and \(v\) by diagonalising a quadratic Hamiltonian and shows that the quasiparticles obey bosonic commutation relations; here \(u\) and \(v\) are given numbers and no Hamiltonian appears.

## The identities

Let \(u^2-v^2=1\), \(r=v^2/u^2\) and \(p_n=(1-r)r^n\). Then \(p_n\ge 0\) and
\[
\sum_{n\ge0}p_n=1,\qquad \sum_{n\ge0}n\,p_n=v^2,\qquad \sum_{n\ge0}(n-v^2)^2p_n=u^2v^2 .
\]
The \(p_n\) are the squared amplitudes of the normalised state annihilated by \(\alpha=ua+vb^\dagger\) and \(\beta=ub+va^\dagger\). In addition \(\sum_n p_n^2=1/(1+2v^2)\) and \(\langle ab\rangle=-uv\).

## Where a code relies on them

A code for a homogeneous condensate that reads the occupation of mode \(k\) as \(v_k^2\) and the anomalous average as \(-u_kv_k\) uses these identities one mode pair at a time, at zero temperature and with real coefficients. They also give closed-form reference values for testing ladder operators in a number basis. Since \(u^2=1+v^2\), the variance equals \(\bar n(1+\bar n)\) with \(\bar n=v^2\), so for large \(\bar n\) the width of the distribution is about as large as its mean and a cutoff placed just above \(\bar n\) discards much of the weight.

The constraint matters in practice because a general eigensolver may return \((u,v)\) scaled to \(u^2+v^2=1\). Take \(u=4/5\), \(v=3/5\). Then \(r=9/16\), the weights still sum to one, and their mean is \(r/(1-r)=9/7\), whereas \(v^2=9/25\). A check of \(\sum_n p_n=1\) does not detect the wrong scaling, since \(r\) is unchanged when \(u\) and \(v\) are multiplied by a common factor.

## Derivation

Write \(|\psi\rangle=\sum_{m,n}\psi(m,n)|m,n\rangle\). With \(a|m\rangle=\sqrt m\,|m-1\rangle\) and \(a^\dagger|m\rangle=\sqrt{m+1}\,|m+1\rangle\), the components of \(\alpha\psi\) are
\[
(\alpha\psi)(m,0)=u\sqrt{m+1}\,\psi(m+1,0),
\]
\[
(\alpha\psi)(m,n+1)=u\sqrt{m+1}\,\psi(m+1,n+1)+v\sqrt{n+1}\,\psi(m,n),
\]
and those of \(\beta\psi\) follow by exchanging the modes. The constraint gives \(u^2=1+v^2\ge1\), hence \(u\neq0\), \(0\le r<1\) and \(1-r=(u^2-v^2)/u^2=1/u^2\).

Impose \(\alpha\psi=\beta\psi=0\). The first line gives \(\psi(m+1,0)=0\), and its counterpart for \(\beta\) gives \(\psi(0,n+1)=0\). The second line fixes \(\psi(m+1,n+1)\) as a multiple of \(\psi(m,n)\). Every off-diagonal entry is linked by such steps to a vanishing edge entry, so it vanishes. On the diagonal the square roots cancel, \(u\,\psi(n+1,n+1)=-v\,\psi(n,n)\), and \(\psi(n,n)=\psi(0,0)(-v/u)^n\). Choosing \(\psi(0,0)=1/u\) gives
\[
\psi(n,n)^2=u^{-2}r^n=(1-r)r^n=p_n .
\]
For fixed \(m\) only \(n=m\) contributes to \(\sum_n\psi(m,n)^2\), which therefore equals \(p_m\).

For \(|r|<1\) the standard series are
\[
\sum_n r^n=\frac1{1-r},\qquad \sum_n n r^n=\frac r{(1-r)^2},\qquad \sum_n\binom{n+2}{2}r^n=\frac1{(1-r)^3}.
\]
Because \(2\binom{n+2}{2}=n^2+3n+2\),
\[
\sum_n n^2r^n=\frac{2-3r(1-r)-2(1-r)^2}{(1-r)^3}=\frac{r(1+r)}{(1-r)^3}.
\]
Multiplying by \(1-r\) and using \(1/(1-r)=u^2\) gives \(\sum_n p_n=1\), then \(\sum_n np_n=ru^2=v^2\), and \(\sum_n n^2p_n=r(1+r)u^4=v^2(u^2+v^2)\). Expanding the square,
\[
\sum_n(n-v^2)^2p_n=v^2(u^2+v^2)-2v^2\cdot v^2+v^4=u^2v^2 .
\]

The sum of squared weights is a geometric series in \(r^2\): \(\sum_n p_n^2=(1-r)^2/(1-r^2)=(1-r)/(1+r)=1/(u^2+v^2)=1/(1+2v^2)\). For the anomalous average, \((ab\psi)(n,n)=(n+1)\psi(n+1,n+1)\), so
\[
\langle ab\rangle=\sum_n (n+1)\,\psi(n,n)\,\psi(n+1,n+1)=-\frac vu\sum_n(n+1)p_n=-\frac vu\,(v^2+1)=-uv .
\]
For \(u=\cosh s\), \(v=\sinh s\) one has \(r=\tanh^2s\) and \(u^2v^2=\tfrac14\sinh^2 2s\).

## The Lean file

```lean
import Mathlib

open Real

namespace TwoModeSqueezedVacuum

noncomputable section

/-- A two-mode state given by its real Fock amplitudes `ψ m n`, with `m` quanta in mode a
and `n` quanta in mode b. -/
abbrev TwoMode := ℕ → ℕ → ℝ

/-- Annihilation operator of mode a acting on Fock amplitudes. -/
def annA (ψ : TwoMode) : TwoMode := fun m n => Real.sqrt ((m : ℝ) + 1) * ψ (m + 1) n

/-- Annihilation operator of mode b acting on Fock amplitudes. -/
def annB (ψ : TwoMode) : TwoMode := fun m n => Real.sqrt ((n : ℝ) + 1) * ψ m (n + 1)

/-- Creation operator of mode a acting on Fock amplitudes. -/
def creA (ψ : TwoMode) : ℕ → ℕ → ℝ
  | 0, _ => 0
  | m + 1, n => Real.sqrt ((m : ℝ) + 1) * ψ m n

/-- Creation operator of mode b acting on Fock amplitudes. -/
def creB (ψ : TwoMode) : ℕ → ℕ → ℝ
  | _, 0 => 0
  | m, n + 1 => Real.sqrt ((n : ℝ) + 1) * ψ m n

/-- The Bogoliubov quasiparticle annihilator `α = u a + v b†`. -/
def bogA (u v : ℝ) (ψ : TwoMode) : TwoMode := fun m n => u * annA ψ m n + v * creB ψ m n

/-- The Bogoliubov quasiparticle annihilator `β = u b + v a†`. -/
def bogB (u v : ℝ) (ψ : TwoMode) : TwoMode := fun m n => u * annB ψ m n + v * creA ψ m n

/-- The two-mode squeezed vacuum: amplitude `u⁻¹ (-v/u)^n` on `|n, n⟩`, zero off the diagonal. -/
def squeezedVacuum (u v : ℝ) : TwoMode :=
  fun m n => if m = n then u⁻¹ * (-v / u) ^ n else 0

/-- The ratio `r = v² / u²`. -/
def ratio (u v : ℝ) : ℝ := v ^ 2 / u ^ 2

/-- The pair-number weight `p_n = (1 - r) r^n`. -/
def weight (u v : ℝ) (n : ℕ) : ℝ := (1 - ratio u v) * ratio u v ^ n

/-- A convergent series stays convergent when its terms and its sum are replaced by equal
expressions. -/
private theorem hasSum_of_eq {f g : ℕ → ℝ} {a b : ℝ} (h : HasSum f a)
    (hf : ∀ n, g n = f n) (hb : b = a) : HasSum g b := by
  have e : g = f := funext hf
  rw [e, hb]
  exact h

/-- For `|r| < 1` the series `∑ n² rⁿ` converges to `r (1 + r) / (1 - r)³`. -/
theorem geometric_second_moment {r : ℝ} (hr : |r| < 1) :
    HasSum (fun n : ℕ => (n : ℝ) ^ 2 * r ^ n) (r * (1 + r) / (1 - r) ^ 3) := by
  have hn : ‖r‖ < 1 := by rwa [Real.norm_eq_abs]
  have hne : 1 - r ≠ 0 := (sub_pos.mpr (abs_lt.mp hr).2).ne'
  have h0 : HasSum (fun n : ℕ => r ^ n) (1 - r)⁻¹ := hasSum_geometric_of_norm_lt_one hn
  have h1 : HasSum (fun n : ℕ => (n : ℝ) * r ^ n) (r / (1 - r) ^ 2) :=
    hasSum_coe_mul_geometric_of_norm_lt_one hn
  have h2 : HasSum (fun n : ℕ => (((n + 2).choose 2 : ℕ) : ℝ) * r ^ n) (1 / (1 - r) ^ 3) :=
    hasSum_choose_mul_geometric_of_norm_lt_one 2 hn
  -- n² = 2 C(n+2, 2) - 3 n - 2
  refine hasSum_of_eq (((h2.mul_left 2).sub (h1.mul_left 3)).sub (h0.mul_left 2))
    (fun n => ?_) ?_
  · simp only [Nat.cast_choose_two]
    push_cast
    ring
  · field_simp
    ring

/-- The Bogoliubov constraint `u² - v² = 1` gives `u ≠ 0`, `0 ≤ r < 1` and `1 - r = 1/u²`. -/
theorem ratio_bounds {u v : ℝ} (h : u ^ 2 - v ^ 2 = 1) :
    u ≠ 0 ∧ 0 ≤ ratio u v ∧ ratio u v < 1 ∧ 1 - ratio u v = (u ^ 2)⁻¹ := by
  have hu2 : 0 < u ^ 2 := by nlinarith [sq_nonneg v]
  have hv : v ^ 2 = u ^ 2 - 1 := by linarith
  unfold ratio
  refine ⟨?_, div_nonneg (sq_nonneg v) hu2.le, (div_lt_one hu2).mpr (by linarith), ?_⟩
  · intro h0
    rw [h0] at hu2
    norm_num at hu2
  · rw [hv, sub_div, div_self hu2.ne', one_div]
    ring

/-- Pair recursion of the squeezed-vacuum amplitudes for `u ≠ 0`: `u ψ(m+1, n+1) = -v ψ(m, n)`. -/
theorem squeezedVacuum_succ {u : ℝ} (v : ℝ) (hu : u ≠ 0) (m n : ℕ) :
    u * squeezedVacuum u v (m + 1) (n + 1) = -v * squeezedVacuum u v m n := by
  have diag : ∀ k, squeezedVacuum u v k k = u⁻¹ * (-v / u) ^ k :=
    fun k => by simp [squeezedVacuum]
  have hq : u * (-v / u) = -v := by field_simp
  by_cases h : m = n
  · rw [h, diag, diag, pow_succ]
    linear_combination (u⁻¹ * (-v / u) ^ n) * hq
  · simp [squeezedVacuum, h]

/-- For `u ≠ 0` the squeezed vacuum is annihilated by both quasiparticle operators `α` and `β`. -/
theorem quasiparticle_vacuum {u : ℝ} (v : ℝ) (hu : u ≠ 0) :
    bogA u v (squeezedVacuum u v) = 0 ∧ bogB u v (squeezedVacuum u v) = 0 := by
  have off : ∀ m n, m ≠ n → squeezedVacuum u v m n = 0 :=
    fun m n h => by simp [squeezedVacuum, h]
  constructor
  · funext m n
    cases n with
    | zero =>
      show u * (Real.sqrt ((m : ℝ) + 1) * squeezedVacuum u v (m + 1) 0) + v * 0 = 0
      rw [off (m + 1) 0 (by omega)]
      ring
    | succ n =>
      show u * (Real.sqrt ((m : ℝ) + 1) * squeezedVacuum u v (m + 1) (n + 1))
        + v * (Real.sqrt ((n : ℝ) + 1) * squeezedVacuum u v m n) = 0
      by_cases h : m = n
      · rw [h]
        linear_combination Real.sqrt ((n : ℝ) + 1) * squeezedVacuum_succ v hu n n
      · rw [off (m + 1) (n + 1) (by omega), off m n h]
        ring
  · funext m n
    cases m with
    | zero =>
      show u * (Real.sqrt ((n : ℝ) + 1) * squeezedVacuum u v 0 (n + 1)) + v * 0 = 0
      rw [off 0 (n + 1) (by omega)]
      ring
    | succ m =>
      show u * (Real.sqrt ((n : ℝ) + 1) * squeezedVacuum u v (m + 1) (n + 1))
        + v * (Real.sqrt ((m : ℝ) + 1) * squeezedVacuum u v m n) = 0
      by_cases h : m = n
      · rw [h]
        linear_combination Real.sqrt ((n : ℝ) + 1) * squeezedVacuum_succ v hu n n
      · rw [off (m + 1) (n + 1) (by omega), off m n h]
        ring

/-- For `u ≠ 0`, every state annihilated by both `α` and `β` is the squeezed vacuum times the factor
`u ψ(0, 0)`. -/
theorem quasiparticle_vacuum_unique {u v : ℝ} (hu : u ≠ 0) {ψ : TwoMode}
    (hA : bogA u v ψ = 0) (hB : bogB u v ψ = 0) :
    ∀ m n, ψ m n = u * ψ 0 0 * squeezedVacuum u v m n := by
  have off : ∀ m n, m ≠ n → squeezedVacuum u v m n = 0 :=
    fun m n h => by simp [squeezedVacuum, h]
  have hs : ∀ k : ℕ, u * Real.sqrt ((k : ℝ) + 1) ≠ 0 :=
    fun k => mul_ne_zero hu (Real.sqrt_pos.mpr (by positivity)).ne'
  intro m
  induction m with
  | zero =>
    intro n
    cases n with
    | zero =>
      have e : squeezedVacuum u v 0 0 = u⁻¹ := by simp [squeezedVacuum]
      rw [e]
      field_simp
    | succ n =>
      -- β ψ = 0 forces the amplitudes with mode a empty and mode b occupied to vanish
      have e : u * (Real.sqrt ((n : ℝ) + 1) * ψ 0 (n + 1)) + v * 0 = 0 :=
        congrFun (congrFun hB 0) n
      have e2 : u * Real.sqrt ((n : ℝ) + 1) * ψ 0 (n + 1) = 0 := by linear_combination e
      have z : ψ 0 (n + 1) = 0 := (mul_eq_zero.mp e2).resolve_left (hs n)
      rw [z, off 0 (n + 1) (by omega), mul_zero]
  | succ m ih =>
    intro n
    cases n with
    | zero =>
      have e : u * (Real.sqrt ((m : ℝ) + 1) * ψ (m + 1) 0) + v * 0 = 0 :=
        congrFun (congrFun hA m) 0
      have e2 : u * Real.sqrt ((m : ℝ) + 1) * ψ (m + 1) 0 = 0 := by linear_combination e
      have z : ψ (m + 1) 0 = 0 := (mul_eq_zero.mp e2).resolve_left (hs m)
      rw [z, off (m + 1) 0 (by omega), mul_zero]
    | succ n =>
      -- ψ and the squeezed vacuum obey the same pair recursion α ψ = 0
      have e : u * (Real.sqrt ((m : ℝ) + 1) * ψ (m + 1) (n + 1))
          + v * (Real.sqrt ((n : ℝ) + 1) * ψ m n) = 0 :=
        congrFun (congrFun hA m) (n + 1)
      have e' : u * (Real.sqrt ((m : ℝ) + 1) * squeezedVacuum u v (m + 1) (n + 1))
          + v * (Real.sqrt ((n : ℝ) + 1) * squeezedVacuum u v m n) = 0 :=
        congrFun (congrFun (quasiparticle_vacuum v hu).1 m) (n + 1)
      refine mul_left_cancel₀ (hs m) ?_
      linear_combination e - (u * ψ 0 0) * e' - v * Real.sqrt ((n : ℝ) + 1) * ih n

/-- For `u² - v² = 1` the squared amplitude of the squeezed vacuum on `|n, n⟩` is the weight `(1 - r) rⁿ`. -/
theorem squeezedVacuum_diag_sq {u v : ℝ} (h : u ^ 2 - v ^ 2 = 1) (n : ℕ) :
    squeezedVacuum u v n n ^ 2 = weight u v n := by
  obtain ⟨_, _, _, h1⟩ := ratio_bounds h
  have e : squeezedVacuum u v n n = u⁻¹ * (-v / u) ^ n := by simp [squeezedVacuum]
  have hq : (-v / u) ^ 2 = ratio u v := by
    unfold ratio
    rw [div_pow, neg_sq]
  rw [e]
  unfold weight
  rw [h1, ← hq]
  generalize -v / u = q
  ring

/-- For `u² - v² = 1`, summing the squared amplitudes over the occupation of mode b leaves the weight `p_m` for
`m` quanta in mode a. -/
theorem reduced_occupation {u v : ℝ} (h : u ^ 2 - v ^ 2 = 1) (m : ℕ) :
    HasSum (fun n => squeezedVacuum u v m n ^ 2) (weight u v m) := by
  have hs : HasSum (fun n => squeezedVacuum u v m n ^ 2) (squeezedVacuum u v m m ^ 2) :=
    hasSum_single m (fun n hn => by simp [squeezedVacuum, hn.symm])
  rw [← squeezedVacuum_diag_sq h m]
  exact hs

/-- For `u² - v² = 1` the weights `(1 - r) rⁿ` are nonnegative, sum to one, and have mean `v²`
and variance `u² v²`. -/
theorem weight_moments {u v : ℝ} (h : u ^ 2 - v ^ 2 = 1) :
    (∀ n, 0 ≤ weight u v n) ∧ HasSum (weight u v) 1 ∧
      HasSum (fun n : ℕ => (n : ℝ) * weight u v n) (v ^ 2) ∧
      HasSum (fun n : ℕ => ((n : ℝ) - v ^ 2) ^ 2 * weight u v n) (u ^ 2 * v ^ 2) := by
  obtain ⟨hu, h0, hlt, h1⟩ := ratio_bounds h
  have habs : |ratio u v| < 1 := by rwa [abs_of_nonneg h0]
  have hn : ‖ratio u v‖ < 1 := by rwa [Real.norm_eq_abs]
  have hne : 1 - ratio u v ≠ 0 := (sub_pos.mpr hlt).ne'
  have g0 : HasSum (fun n : ℕ => ratio u v ^ n) (1 - ratio u v)⁻¹ :=
    hasSum_geometric_of_lt_one h0 hlt
  have g1 : HasSum (fun n : ℕ => (n : ℝ) * ratio u v ^ n) (ratio u v / (1 - ratio u v) ^ 2) :=
    hasSum_coe_mul_geometric_of_norm_lt_one hn
  have g2 := geometric_second_moment habs
  -- zeroth, first and second moments
  have m0 : HasSum (weight u v) 1 :=
    hasSum_of_eq (g0.mul_left (1 - ratio u v)) (fun n => rfl) (mul_inv_cancel₀ hne).symm
  have m1 : HasSum (fun n : ℕ => (n : ℝ) * weight u v n) (v ^ 2) := by
    refine hasSum_of_eq (g1.mul_left (1 - ratio u v)) (fun n => ?_) ?_
    · unfold weight
      ring
    · rw [h1]
      unfold ratio
      field_simp
  have m2 : HasSum (fun n : ℕ => (n : ℝ) ^ 2 * weight u v n) (v ^ 2 * (u ^ 2 + v ^ 2)) := by
    refine hasSum_of_eq (g2.mul_left (1 - ratio u v)) (fun n => ?_) ?_
    · unfold weight
      ring
    · rw [h1]
      unfold ratio
      field_simp
  refine ⟨fun n => mul_nonneg (sub_pos.mpr hlt).le (pow_nonneg h0 n), m0, m1, ?_⟩
  -- expand the square around the mean
  refine hasSum_of_eq ((m2.sub (m1.mul_left (2 * v ^ 2))).add (m0.mul_left (v ^ 4)))
    (fun n => ?_) ?_
  · ring
  · ring

/-- For `u² - v² = 1` the sum `∑ p_n²` of the squared weights equals `1 / (1 + 2 v²)`. -/
theorem weight_purity {u v : ℝ} (h : u ^ 2 - v ^ 2 = 1) :
    HasSum (fun n => weight u v n ^ 2) (1 + 2 * v ^ 2)⁻¹ := by
  obtain ⟨hu, h0, hlt, h1⟩ := ratio_bounds h
  have hne : 1 - ratio u v ≠ 0 := (sub_pos.mpr hlt).ne'
  have hv : 1 + 2 * v ^ 2 ≠ 0 := by positivity
  have hsq : ratio u v ^ 2 < 1 := by nlinarith
  have geo : HasSum (fun n : ℕ => (ratio u v ^ 2) ^ n) (1 - ratio u v ^ 2)⁻¹ :=
    hasSum_geometric_of_lt_one (sq_nonneg _) hsq
  have k : (1 - ratio u v) * u ^ 2 = 1 := by
    rw [h1]
    exact inv_mul_cancel₀ (pow_ne_zero 2 hu)
  have g : 1 + ratio u v = (1 + 2 * v ^ 2) * (1 - ratio u v) := by
    linear_combination (-2) * k + 2 * (1 - ratio u v) * h
  have f : 1 - ratio u v ^ 2 = (1 + 2 * v ^ 2) * (1 - ratio u v) ^ 2 := by
    linear_combination (1 - ratio u v) * g
  refine hasSum_of_eq (geo.mul_left ((1 - ratio u v) ^ 2)) (fun n => ?_) ?_
  · unfold weight
    ring
  · rw [f]
    field_simp

/-- For `u² - v² = 1` the anomalous average `⟨ψ| a b |ψ⟩` in the squeezed vacuum, summed over the occupations of
both modes, equals `-u v`. -/
theorem anomalous_average {u v : ℝ} (h : u ^ 2 - v ^ 2 = 1) :
    HasSum (fun p : ℕ × ℕ =>
      squeezedVacuum u v p.1 p.2 * annA (annB (squeezedVacuum u v)) p.1 p.2) (-(u * v)) := by
  obtain ⟨hu, _, _, _⟩ := ratio_bounds h
  obtain ⟨_, m0, m1, _⟩ := weight_moments h
  have hinj : Function.Injective (fun n : ℕ => (n, n)) := fun a b hab => congrArg Prod.fst hab
  -- only the diagonal contributes
  refine (hinj.hasSum_iff ?_).mp ?_
  · rintro ⟨m, n⟩ hp
    have hmn : m ≠ n := fun e => hp ⟨m, by simp [e]⟩
    have z : squeezedVacuum u v m n = 0 := by simp [squeezedVacuum, hmn]
    show squeezedVacuum u v m n * annA (annB (squeezedVacuum u v)) m n = 0
    rw [z, zero_mul]
  · refine hasSum_of_eq ((m1.add m0).mul_left (-v / u)) (fun n => ?_) ?_
    · -- each term is (-v/u) (n + 1) p_n
      show squeezedVacuum u v n n * (Real.sqrt ((n : ℝ) + 1) *
          (Real.sqrt ((n : ℝ) + 1) * squeezedVacuum u v (n + 1) (n + 1)))
        = -v / u * ((n : ℝ) * weight u v n + weight u v n)
      have hs : Real.sqrt ((n : ℝ) + 1) * Real.sqrt ((n : ℝ) + 1) = (n : ℝ) + 1 :=
        Real.mul_self_sqrt (by positivity)
      have hc : squeezedVacuum u v (n + 1) (n + 1) = -v / u * squeezedVacuum u v n n := by
        rw [div_mul_eq_mul_div, eq_div_iff hu]
        linear_combination squeezedVacuum_succ v hu n n
      rw [hc, ← squeezedVacuum_diag_sq h n]
      linear_combination (-v / u * squeezedVacuum u v n n ^ 2) * hs
    · have e : v ^ 2 + 1 = u ^ 2 := by linarith
      rw [e]
      field_simp

/-- With squeezing parameter `s`, the pair `u = cosh s`, `v = sinh s` meets the constraint, has
`r = tanh² s`, and the variance of the weights is `sinh² (2 s) / 4`. -/
theorem squeezing_parameter_witness (s : ℝ) :
    Real.cosh s ^ 2 - Real.sinh s ^ 2 = 1 ∧
      ratio (Real.cosh s) (Real.sinh s) = Real.tanh s ^ 2 ∧
      HasSum (fun n : ℕ => ((n : ℝ) - Real.sinh s ^ 2) ^ 2 * weight (Real.cosh s) (Real.sinh s) n)
        (Real.sinh (2 * s) ^ 2 / 4) := by
  have h := Real.cosh_sq_sub_sinh_sq s
  refine ⟨h, ?_, ?_⟩
  · unfold ratio
    rw [Real.tanh_eq_sinh_div_cosh, div_pow]
  · refine hasSum_of_eq (weight_moments h).2.2.2 (fun n => rfl) ?_
    rw [Real.sinh_two_mul]
    ring

end

end TwoModeSqueezedVacuum
```

```lean
#print axioms TwoModeSqueezedVacuum.squeezedVacuum_succ
#print axioms TwoModeSqueezedVacuum.reduced_occupation
#print axioms TwoModeSqueezedVacuum.weight_purity
#print axioms TwoModeSqueezedVacuum.anomalous_average
```

```
'TwoModeSqueezedVacuum.squeezedVacuum_succ' depends on axioms: [propext, Classical.choice, Quot.sound]
'TwoModeSqueezedVacuum.reduced_occupation' depends on axioms: [propext, Classical.choice, Quot.sound]
'TwoModeSqueezedVacuum.weight_purity' depends on axioms: [propext, Classical.choice, Quot.sound]
'TwoModeSqueezedVacuum.anomalous_average' depends on axioms: [propext, Classical.choice, Quot.sound]
```

## The statements in words

A state is a `TwoMode`, a function `ℕ → ℕ → ℝ` with `ψ m n` the amplitude on \(|m,n\rangle\). The table is infinite and need not be square-summable. `annA`, `annB`, `creA`, `creB` are the component formulas for \(a,b,a^\dagger,b^\dagger\), and `bogA`, `bogB` are \(\alpha,\beta\). The plus sign in \(\alpha=ua+vb^\dagger\) is the convention behind the factor \((-v/u)^n\) in `squeezedVacuum` and the sign of \(-uv\); a code with \(\alpha=ua-vb^\dagger\) replaces \(v\) by \(-v\), which leaves `ratio` and `weight` unchanged. Both signs of \(u\) and of \(v\) are admitted.

`weight_moments` is the main result. From `u ^ 2 - v ^ 2 = 1` it concludes nonnegativity of `weight u v n` and the three sums above. Each is a `HasSum`, which says that the sums over finite index sets converge to the stated number, so convergence is proved along with the value. `squeezedVacuum_diag_sq` and `reduced_occupation` tie the weights to the state: the squared diagonal amplitude is \(p_n\), and summing the squared amplitudes over mode \(b\) leaves \(p_m\). `quasiparticle_vacuum` says that \(\alpha\) and \(\beta\) send the state to the zero table, and `quasiparticle_vacuum_unique` says that any real table killed by both equals `u * ψ 0 0` times `squeezedVacuum u v`. These two need only `u ≠ 0`, but for \(|v|\ge|u|\) the table `squeezedVacuum` is not square-summable and represents no physical state; the constraint \(u^2-v^2=1\) excludes that case. `weight_purity` gives \(\sum_n p_n^2\). `anomalous_average` sums \(\psi\cdot(ab\psi)\) over all of `ℕ × ℕ`. `squeezing_parameter_witness` checks the constraint, \(r\) and the variance for the hyperbolic pair at every real `s`.

## How the proof follows the derivation

`ratio_bounds` collects the four consequences of the constraint, starting from \(u^2>0\) by `nlinarith`. `squeezedVacuum_succ` is the pair recursion, true on the diagonal by `pow_succ` and off it because both sides are zero. `quasiparticle_vacuum` splits into edge and interior components as in the two displayed lines; the interior diagonal case is the recursion multiplied by \(\sqrt{n+1}\) in a `linear_combination`.

Uniqueness is an induction on `m` for all `n` at once. The edge with mode \(a\) empty uses `hB` and the other edge uses `hA`, each time cancelling the nonzero factor \(u\sqrt{k+1}\) supplied by `hs`. The interior step subtracts `u * ψ 0 0` times the \(\alpha\) equation for the squeezed vacuum from the \(\alpha\) equation for `ψ`, removes the \((m,n)\) terms with the induction hypothesis, and cancels \(u\sqrt{m+1}\).

The series manipulations go through `hasSum_of_eq`, which reduces each claim to a known convergent series and two algebraic identities, one for the terms and one for the sum. `geometric_second_moment` takes the three standard series from Mathlib as `h0`, `h1`, `h2` and forms twice the third minus three times the second minus twice the first. In `weight_moments`, `m0`, `m1`, `m2` are the moments obtained by multiplying by \(1-r\) and, for `m1` and `m2`, substituting \(1-r=1/u^2\), and the variance is `m2` minus \(2v^2\) times `m1` plus \(v^4\) times `m0`. `reduced_occupation` uses `hasSum_single` for a row with at most one nonzero entry. `weight_purity` proves \(1+r=(1+2v^2)(1-r)\) as `g` and uses it to factor \(1-r^2\). `anomalous_average` restricts the double sum to the diagonal through the injection \(n\mapsto(n,n)\), rewrites each term as \((-v/u)(n+1)p_n\), and sums with `m1.add m0`.

## What is and is not guaranteed

The theorems are exact statements about real numbers and untruncated series for a single mode pair. They hold for every real \(u,v\) on the constraint, including large \(v\), where \(r\) approaches one. The file has the following limits.

- The file builds no Hilbert space. That `creA` is the adjoint of `annA`, and that \([\alpha,\alpha^\dagger]=u^2-v^2\), are not stated, so the constraint enters as a hypothesis and is not derived from commutation relations.
- Amplitudes and coefficients are real, so a complex squeezing phase is excluded, and uniqueness is proved among real tables only. The state is defined by its amplitudes, not by a squeezing operator acting on \(|0,0\rangle\).
- No reduced density matrix is built. Reading \(\sum_n p_n^2\) as \(\mathrm{Tr}\,\rho_a^2\) uses that \(\rho_a\) is diagonal in the number basis. The marginal is taken over mode \(b\) only, and normalisation of the state appears as a sum over \(n\) followed by a sum over \(m\).
- Nothing is said about truncation or rounding. By hand, keeping \(n<N\) discards the weight \(r^N\).
- Sums over many momenta, finite temperature and inhomogeneous condensates, where \(u\) and \(v\) become matrices, are not treated.
